# Partial spins along an up-down path fix the eigenvalues of swap sums

Couple \(N\) spins one half one at a time, so that each new spin raises or lowers the total spin \(S\) by one half. The resulting state is an eigenvector of the squared spin of the first \(m\) particles for every \(m\le N\). How does it respond when the spin of one particle is swapped with that of each earlier particle in turn and the results are added? Each such swap sum multiplies the state by an integer read off the path, and together these integers determine all the partial spins.

## States, spins and swaps

```lean
import Mathlib

open Finset

namespace GenealogicalJucysMurphy

noncomputable section
```

This loads Mathlib, Lean's mathematical library, and opens a namespace.

```lean
/-- States of `N` spins one half: an amplitude for each configuration (`true` is spin up). -/
abbrev State (N : ℕ) := (Fin N → Bool) → ℂ
```

A state \(\psi\) assigns a complex amplitude to each configuration \(\sigma\) of ups (`true`) and downs (`false`). It need not be normalised.

```lean
/-- The spin-half matrices for the components x, y, z, in units of ħ. -/
def spinMatrix : Fin 3 → Bool → Bool → ℂ
  | 0, b, c => if b = c then 0 else 1 / 2
  | 1, b, c => if b = c then 0 else if b then -Complex.I / 2 else Complex.I / 2
  | 2, b, c => if b = c then (if b then 1 / 2 else -1 / 2) else 0
```

These are the matrices \(s_x,s_y,s_z\), numbered 0, 1, 2, with \(\hbar=1\).

```lean
variable {N : ℕ}

/-- The spin component `a` of particle `i`, acting on the many-spin state. -/
def spin (a : Fin 3) (i : Fin N) : Module.End ℂ (State N) where
  toFun ψ σ := spinMatrix a (σ i) true * ψ (Function.update σ i true)
    + spinMatrix a (σ i) false * ψ (Function.update σ i false)
  map_add' ψ φ := by
    funext σ
    simp only [Pi.add_apply]
    ring
  map_smul' c ψ := by
    funext σ
    simp only [Pi.smul_apply, smul_eq_mul, RingHom.id_apply]
    ring
```

The operator \(s_{a,i}\) applies matrix \(a\) to spin \(i\) alone; `Function.update σ i b` is \(\sigma\) with spin \(i\) reset to \(b\). `Module.End` is the type of linear operators, so linearity is proved alongside.

```lean
/-- The swap `P_ij` of the spins of particles `i` and `j`. -/
def exchange (i j : Fin N) : Module.End ℂ (State N) where
  toFun ψ σ := ψ (σ ∘ Equiv.swap i j)
  map_add' _ _ := rfl
  map_smul' _ _ := rfl
```

The swap \(P_{ij}\) exchanges two spins in the argument of the amplitude.

```lean
/-- The squared total spin of the particles in the set `A`. -/
def spinSq (A : Finset (Fin N)) : Module.End ℂ (State N) :=
  ∑ a, (∑ i ∈ A, spin a i) ^ 2
```

For a set \(A\) of particles, \(S^2_A=\sum_a\bigl(\sum_{i\in A}s_{a,i}\bigr)^2\).

```lean
/-- The first `m` particles. -/
def firstSites (N m : ℕ) : Finset (Fin N) := univ.filter (fun i => i.val < m)
```

Particles are numbered from 0, so the first \(m\) are \(0,\dots,m-1\).

```lean
/-- The sum of the swaps of particle `k` with all earlier particles. -/
def jucysMurphy (k : Fin N) : Module.End ℂ (State N) :=
  ∑ i ∈ firstSites N k.val, exchange i k
```

This is the Jucys–Murphy element acting on spins, \(J_k=\sum_{i<k}P_{ik}\).

## Reading numbers off the path

```lean
/-- The number of steps of kind `b` (`true` is up) among the first `m` steps of a path. -/
def count (p : Fin N → Bool) (b : Bool) (m : ℕ) : ℕ :=
  ((firstSites N m).filter (fun i => p i = b)).card
```

A path \(p\) marks each step up or down. Let \(u\) and \(d\) count the up and down steps among the first \(m\).

```lean
/-- The value `S(S+1)` after `m` steps, where `S` is half the excess of up over down steps. -/
def casimir (p : Fin N → Bool) (m : ℕ) : ℂ :=
  (((count p true m : ℂ) - count p false m) / 2) *
    (((count p true m : ℂ) - count p false m) / 2 + 1)
```

This is \(S(S+1)\) with \(S=(u-d)/2\).

```lean
/-- The number `u` for an up step and `d - 1` for a down step, with `u` and `d` the numbers
of earlier up and down steps. -/
def content (p : Fin N → Bool) (k : Fin N) : ℂ :=
  if p k = true then (count p true k.val : ℂ) else (count p false k.val : ℂ) - 1
```

The content \(c_k\) is \(u\) for an up step and \(d-1\) for a down step, counted before step \(k\).

```lean
/-- Every partial squared spin multiplies the state by the value `S(S+1)` read off along the path.
-/
def IsGenealogical (p : Fin N → Bool) (ψ : State N) : Prop :=
  ∀ m ≤ N, spinSq (firstSites N m) ψ = casimir p m • ψ
```

The state follows the path if \(S^2_{\{0,\dots,m-1\}}\psi=S(S+1)\psi\) for all \(m\le N\). The definition admits \(\psi=0\), and also paths that dip below \(S=0\), which no nonzero state can follow.

## From spin products to swaps

```lean
/-- Equal spin components of different particles commute. -/
theorem spin_comm (a : Fin 3) {i j : Fin N} (h : i ≠ j) :
    spin a i * spin a j = spin a j * spin a i := by
  refine LinearMap.ext fun ψ => funext fun σ => ?_
  have hc : ∀ b c, Function.update (Function.update σ j c) i b
      = Function.update (Function.update σ i b) j c :=
    fun b c => Function.update_comm h.symm c b σ
  simp only [Module.End.mul_apply, spin, LinearMap.coe_mk, AddHom.coe_mk,
    Function.update_of_ne h, Function.update_of_ne h.symm, hc]
  ring
```

Operators on different particles touch different arguments, so the order of the resets is immaterial.

```lean
/-- Each particle has squared spin `3/4`. -/
theorem spin_half (i : Fin N) :
    ∑ a, spin a i * spin a i = (3 / 4 : ℂ) • (1 : Module.End ℂ (State N)) := by
  refine LinearMap.ext fun ψ => funext fun σ => ?_
  have h1 : ψ σ = ψ (Function.update σ i (σ i)) := by rw [Function.update_eq_self]
  simp only [Fin.sum_univ_three, LinearMap.add_apply, Pi.add_apply, LinearMap.smul_apply,
    Pi.smul_apply, Module.End.one_apply, smul_eq_mul, Module.End.mul_apply, spin,
    LinearMap.coe_mk, AddHom.coe_mk, Function.update_self, Function.update_idem]
  rw [h1]
  cases σ i <;> simp [spinMatrix] <;> ring_nf <;> simp only [Complex.I_sq] <;> ring
```

Each component squares to \(1/4\), and three of them give \(3/4\). Lean checks both values of \(\sigma_i\).

```lean
/-- Dirac's exchange identity: the swap of two spins one half is `1/2 + 2 s_i · s_j`. -/
theorem dirac_exchange {i j : Fin N} (h : i ≠ j) :
    exchange i j = (1 / 2 : ℂ) • (1 : Module.End ℂ (State N))
      + (2 : ℂ) • ∑ a, spin a i * spin a j := by
  rw [Finset.sum_congr rfl fun a _ => spin_comm a h]
  refine LinearMap.ext fun ψ => funext fun σ => ?_
  -- write every configuration as σ with the spins i and j reset
  have h1 : ψ σ = ψ (Function.update (Function.update σ j (σ j)) i (σ i)) := by
    rw [Function.update_eq_self, Function.update_eq_self]
  have h2 : σ ∘ Equiv.swap i j
      = Function.update (Function.update σ j (σ i)) i (σ j) := by
    funext l
    by_cases hi : l = i
    · subst hi; simp
    · by_cases hj : l = j
      · subst hj; simp [hi]
      · simp [hi, hj, Equiv.swap_apply_of_ne_of_ne]
  simp only [Fin.sum_univ_three, LinearMap.add_apply, Pi.add_apply, LinearMap.smul_apply,
    Pi.smul_apply, Module.End.one_apply, smul_eq_mul, Module.End.mul_apply, spin, exchange,
    LinearMap.coe_mk, AddHom.coe_mk, Function.update_of_ne h]
  rw [h1, h2]
  cases σ i <;> cases σ j <;> simp [spinMatrix] <;> ring_nf <;>
    simp only [Complex.I_sq] <;> ring
```

This is Dirac's identity \(P_{ij}=\tfrac12+2\,\mathbf s_i\cdot\mathbf s_j\). On parallel spins \(\mathbf s_i\cdot\mathbf s_j=\tfrac14\), so the right side is 1. On antiparallel spins \(\mathbf s_i\cdot\mathbf s_j=-\tfrac14+\tfrac12P_{ij}\), so it is \(P_{ij}\). Lean checks the four cases of \((\sigma_i,\sigma_j)\).

```lean
/-- Coupling one more particle `k` to the set `A` changes the squared spin by a constant plus
the sum of the swaps of `k` with the members of `A`. -/
theorem spinSq_insert {A : Finset (Fin N)} {k : Fin N} (hk : k ∉ A) :
    spinSq (insert k A) = spinSq A
      + (3 / 4 - (A.card : ℂ) / 2) • (1 : Module.End ℂ (State N))
      + ∑ i ∈ A, exchange i k := by
  have hne : ∀ i ∈ A, i ≠ k := fun i hi e => hk (e ▸ hi)
  have hsq : ∀ a, (∑ i ∈ insert k A, spin a i) ^ 2 = (∑ i ∈ A, spin a i) ^ 2
      + spin a k * spin a k
      + (∑ i ∈ A, spin a i * spin a k + ∑ i ∈ A, spin a i * spin a k) := by
    intro a
    have hc : spin a k * ∑ i ∈ A, spin a i = (∑ i ∈ A, spin a i) * spin a k := by
      rw [Finset.mul_sum, Finset.sum_mul]
      exact Finset.sum_congr rfl fun i hi => spin_comm a (hne i hi).symm
    rw [Finset.sum_insert hk, ← Finset.sum_mul]
    linear_combination (norm := noncomm_ring) hc
  -- by the exchange identity, the sum of swaps is a constant plus the cross terms
  have hex : ∑ i ∈ A, exchange i k
      = ((A.card : ℂ) / 2) • (1 : Module.End ℂ (State N))
        + (2 : ℂ) • ∑ a, ∑ i ∈ A, spin a i * spin a k := by
    rw [Finset.sum_congr rfl fun i hi => dirac_exchange (hne i hi), Finset.sum_add_distrib,
      Finset.sum_const, ← Finset.smul_sum, Finset.sum_comm, ← Nat.cast_smul_eq_nsmul ℂ]
    module
  rw [hex]
  unfold spinSq
  rw [Finset.sum_congr rfl fun a _ => hsq a]
  simp only [Finset.sum_add_distrib]
  rw [spin_half]
  module
```

For \(k\notin A\), expand the square and substitute \(2\,\mathbf s_i\cdot\mathbf s_k=P_{ik}-\tfrac12\):
\[
S^2_{A\cup\{k\}}=S^2_A+\tfrac34+2\sum_{i\in A}\mathbf s_i\cdot\mathbf s_k
=S^2_A+\tfrac34-\tfrac{|A|}{2}+\sum_{i\in A}P_{ik}.
\]
In the code, `hsq` is the expansion and `hex` the substitution.

## Comparing consecutive partial spins

```lean
lemma firstSites_succ (k : Fin N) :
    firstSites N (k.val + 1) = insert k (firstSites N k.val) := by
  ext i
  simp only [firstSites, mem_filter, mem_univ, true_and, mem_insert, Fin.ext_iff]
  omega
```

The first \(k+1\) particles are the first \(k\) together with particle \(k\).

```lean
lemma count_succ (p : Fin N → Bool) (b : Bool) (k : Fin N) :
    count p b (k.val + 1) = count p b k.val + if p k = b then 1 else 0 := by
  unfold count
  rw [firstSites_succ, Finset.filter_insert]
  split_ifs
  · rw [Finset.card_insert_of_notMem (by simp [firstSites])]
  · simp
```

A count grows by one exactly when the step is of its kind.

```lean
/-- One step of the path changes `S(S+1)` by `3/4 - k/2` plus the content of the step, with `k`
the number of earlier particles. -/
theorem casimir_succ (p : Fin N → Bool) (k : Fin N) :
    casimir p (k.val + 1) = casimir p k.val
      + (3 / 4 - ((firstSites N k.val).card : ℂ) / 2) + content p k := by
  have hcard : (firstSites N k.val).card = count p true k.val + count p false k.val := by
    unfold count
    rw [Finset.card_filter, Finset.card_filter, ← Finset.sum_add_distrib,
      Finset.card_eq_sum_ones]
    refine Finset.sum_congr rfl fun i _ => ?_
    cases p i <;> simp
  unfold casimir content
  rw [count_succ, count_succ, hcard]
  cases p k <;> simp <;> ring
```

With \(k=u+d\), an up step changes \(S(S+1)\) by
\[
S+\tfrac34=\tfrac34-\tfrac k2+u,
\]
and a down step by
\[
-S-\tfrac14=\tfrac34-\tfrac k2+(d-1).
\]
Both are \(\tfrac34-\tfrac k2+c_k\).

```lean
lemma spinSq_step (k : Fin N) (ψ : State N) :
    spinSq (firstSites N (k.val + 1)) ψ = spinSq (firstSites N k.val) ψ
      + (3 / 4 - ((firstSites N k.val).card : ℂ) / 2) • ψ + jucysMurphy k ψ := by
  rw [firstSites_succ, spinSq_insert (by simp [firstSites])]
  rfl
```

This applies the operator identity to \(\psi\), with \(A\) the first \(k\) particles.

```lean
/-- On a joint eigenvector of all partial squared spins along an up-down path, the sum of the
swaps of particle `k` with the earlier ones acts as `u` if step `k` is up and as `d - 1` if it
is down, where `u` and `d` count the earlier up and down steps. -/
theorem jucysMurphy_apply {p : Fin N → Bool} {ψ : State N} (h : IsGenealogical p ψ)
    (k : Fin N) :
    jucysMurphy k ψ = (if p k = true then (count p true k.val : ℂ)
      else (count p false k.val : ℂ) - 1) • ψ := by
  change jucysMurphy k ψ = content p k • ψ
  have h0 := h k.val k.isLt.le
  have h1 := h (k.val + 1) k.isLt
  rw [casimir_succ] at h1
  linear_combination (norm := module) h1 - h0 - spinSq_step k ψ
```

Subtract the eigenvalue equations for \(k\) and \(k+1\) particles. The operator side gives \((\tfrac34-\tfrac k2)\psi+J_k\psi\), the path side \((\tfrac34-\tfrac k2+c_k)\psi\); hence \(J_k\psi=c_k\psi\).

The last line of the proof is this subtraction. `linear_combination` takes the combination of known equations, here `h1 - h0 - spinSq_step k ψ`, and `module` checks that it yields the goal using only the rules for adding and scaling vectors.

For two spins with a first step up, the sole swap gives \(+1\) on the triplet and \(-1\) on the singlet.

```lean
/-- A state follows an up-down path of partial spins exactly when every sum of swaps with
earlier particles acts on it as the content of the corresponding step. -/
theorem isGenealogical_iff (p : Fin N → Bool) (ψ : State N) :
    IsGenealogical p ψ ↔ ∀ k, jucysMurphy k ψ = content p k • ψ := by
  refine ⟨fun h k => jucysMurphy_apply h k, fun h m => ?_⟩
  -- build up the partial spins one particle at a time
  induction m with
  | zero => intro _; simp [spinSq, firstSites, casimir, count]
  | succ m ih =>
    intro hm
    have h0 := ih (by omega)
    have hs := spinSq_step (⟨m, hm⟩ : Fin N) ψ
    have hc := casimir_succ p (⟨m, hm⟩ : Fin N)
    have hx := h ⟨m, hm⟩
    dsimp only at hs hc
    rw [hs, hc, h0, hx]
    module
```

The converse is an induction on \(m\). No particles give \(0=0\), and each step adds the same amount to both sides. For spins without orbitals, swaps alone can thus test whether a nonzero state has the partial spins of a given path, as the genealogical spin eigenfunctions used in configuration interaction do. They do not test \(S_z\): the unnormalised state \(\uparrow\uparrow+\downarrow\downarrow\) passes for the path up, up, though it is not an eigenvector of \(S_z\).

## A three-spin doublet

```lean
/-- The three-spin state `(↑↓ - ↓↑)↑`, not normalised. -/
def doublet : State 3 := fun σ =>
  if σ 2 = true then (if σ 0 = true then 1 else 0) - (if σ 1 = true then 1 else 0) else 0
```

Normalised, this is \((\uparrow\downarrow-\downarrow\uparrow)\uparrow/\sqrt2\).

```lean
/-- The state `(↑↓ - ↓↑)↑` is nonzero and follows the path up, down, up. -/
theorem isGenealogical_witness :
    doublet ≠ 0 ∧ IsGenealogical ![true, false, true] doublet := by
  constructor
  · intro h
    have := congrFun h ![true, false, true]
    simp [doublet] at this
  · rw [isGenealogical_iff]
    have f0 : firstSites 3 (0 : Fin 3).val = ∅ := by decide
    have f1 : firstSites 3 (1 : Fin 3).val = {0} := by decide
    have f2 : firstSites 3 (2 : Fin 3).val = {0, 1} := by decide
    have c0 : count ![true, false, true] true (0 : Fin 3).val = 0 := by decide
    have c1 : count ![true, false, true] false (1 : Fin 3).val = 0 := by decide
    have c2 : count ![true, false, true] true (2 : Fin 3).val = 1 := by decide
    have h0 : jucysMurphy 0 doublet = content ![true, false, true] 0 • doublet := by
      rw [jucysMurphy, f0, content, if_pos (by decide), c0]
      simp
    have h1 : jucysMurphy 1 doublet = content ![true, false, true] 1 • doublet := by
      rw [jucysMurphy, f1, content, if_neg (by decide), c1, Finset.sum_singleton]
      funext σ
      change doublet (σ ∘ Equiv.swap 0 1) = (((0 : ℕ) : ℂ) - 1) * doublet σ
      simp only [doublet, Function.comp_apply, Equiv.swap_apply_def]
      cases e0 : σ 0 <;> cases e1 : σ 1 <;> cases e2 : σ 2 <;> simp [e0, e1, e2]
    have h2 : jucysMurphy 2 doublet = content ![true, false, true] 2 • doublet := by
      rw [jucysMurphy, f2, content, if_pos (by decide), c2, Finset.sum_pair (by decide)]
      funext σ
      change doublet (σ ∘ Equiv.swap 0 2) + doublet (σ ∘ Equiv.swap 1 2)
        = ((1 : ℕ) : ℂ) * doublet σ
      simp only [doublet, Function.comp_apply, Equiv.swap_apply_def]
      cases e0 : σ 0 <;> cases e1 : σ 1 <;> cases e2 : σ 2 <;> simp [e0, e1, e2]
    intro k
    fin_cases k
    exacts [h0, h1, h2]

end

end GenealogicalJucysMurphy
```

The contents along up, down, up are \(0,-1,1\). \(J_0\) is an empty sum, \(P_{01}\) reverses the sign, and
\[
(P_{02}+P_{12})(\uparrow\downarrow\uparrow-\downarrow\uparrow\uparrow)
=(\uparrow\downarrow\uparrow-\uparrow\uparrow\downarrow)+(\uparrow\uparrow\downarrow-\downarrow\uparrow\uparrow)
\]
returns the state. Lean checks all eight configurations, and the equivalence supplies the partial spins. The example settles this one path; existence for general paths is not addressed.

```lean
#print axioms GenealogicalJucysMurphy.jucysMurphy_apply
#print axioms GenealogicalJucysMurphy.isGenealogical_iff
```

```
'GenealogicalJucysMurphy.jucysMurphy_apply' depends on axioms: [propext, Classical.choice, Quot.sound]
'GenealogicalJucysMurphy.isGenealogical_iff' depends on axioms: [propext, Classical.choice, Quot.sound]
```
